# Dipole, momentum and potential-gradient elements between eigenvectors, from \([H,x]=-ip\) and \([H,p]=iG\)

An atom absorbs light polarised along one axis and passes from a state \(v\) to a state \(u\). In the dipole approximation the strength of the line depends on the element \(\langle u,xv\rangle\) of the position \(x\). A program may also compute the line from the momentum \(p\) or from the potential gradient \(G\), and with approximate wavefunctions the three results usually differ. For exact eigenvectors, two commutators fix how they are related.

The states live in a complex inner-product space \(V\), of any dimension and not assumed complete. The inner product is conjugate-linear in its first argument.

```lean
import Mathlib

open Complex

namespace DipoleVelocityAcceleration

noncomputable section

variable {V : Type*} [NormedAddCommGroup V] [InnerProductSpace ℂ V]
```

## Two commutators that tie the operators together

In units with \(\hbar=m=1\), take \(H=p^2/2+W(x)\) with a local potential \(W\). From \([x,p]=i\),

\[
[H,x]=\tfrac12[p^2,x]=-ip,\qquad [H,p]=[W,p]=iW'(x)=iG .
\]

The force is \(-G\). In three dimensions the same relations hold for each Cartesian component, with \(G\) the derivative of \(W\) along that axis. The structure below assumes these two relations and the symmetry \(\langle Hu,v\rangle=\langle u,Hv\rangle\); it does not derive them from a potential. The first relation says that momentum is velocity, which generally fails for a nonlocal pseudopotential.

In Lean the operators have type `Module.End ℂ V`: they are linear maps from all of \(V\) to itself, and `*` is composition. For unbounded operators, \(V\) must therefore be a common domain that each of them maps into itself. Schwartz functions serve for the harmonic oscillator. The hydrogen ground state is not covered, because \(G\) grows as \(1/r^2\) at the nucleus and takes that state out of the square-integrable functions.

```lean
/-- A symmetric Hamiltonian `H` with position `x`, momentum `p` and potential gradient `G`,
related by `[H, x] = -i p` and `[H, p] = i G` (units with `ħ = m = 1`). -/
structure DipoleRelations (H x p G : Module.End ℂ V) : Prop where
  symmetric : LinearMap.IsSymmetric H
  velocity : H * x - x * H = (-I) • p
  acceleration : H * p - p * H = I • G
```

Another model would define \(p:=i[H,x]\) and \(G:=-i[H,p]\). Both relations would then hold by definition and only symmetry would remain as a hypothesis, but \(p\) would mean velocity, and its identification with the canonical momentum would need a separate argument.

For a transition with energy \(\Delta E\) and dipole element \(d\), the oscillator strength along one axis is \(f=2\Delta E\,|d|^2\).

```lean
/-- The oscillator strength `2 ΔE |d|²` of a transition with energy `ΔE` and
dipole element `d` along one axis. -/
def oscillatorStrength (ΔE : ℝ) (d : ℂ) : ℝ := 2 * ΔE * ‖d‖ ^ 2
```

## The commutator between approximate states

Let \(a,b\) be real trial energies, and let \(r_u=Hu-au\) and \(r_v=Hv-bv\) be the residuals. For any operator \(A\), symmetry moves \(H\) to the left vector:

\[
\begin{aligned}
\langle u,[H,A]v\rangle&=\langle Hu,Av\rangle-\langle u,AHv\rangle\\
&=\langle au+r_u,Av\rangle-\langle u,A(bv+r_v)\rangle\\
&=(a-b)\langle u,Av\rangle+\langle r_u,Av\rangle-\langle u,Ar_v\rangle .
\end{aligned}
\]

In the proof, `h` is the symmetry step, `simp` expands the inner products, and `linear_combination` checks the remaining algebra.

```lean
/-- For any vectors `u`, `v` and trial energies `a`, `b`, the matrix element of `[H, A]` is `(a -
b)⟨u, A v⟩` plus `⟨H u - a u, A v⟩ - ⟨u, A (H v - b v)⟩`. -/
theorem commutator_element_residual {H : Module.End ℂ V} (hH : LinearMap.IsSymmetric H)
    (A : Module.End ℂ V) (u v : V) (a b : ℝ) :
    inner ℂ u ((H * A - A * H) v) = ((a : ℂ) - b) * inner ℂ u (A v)
      + inner ℂ (H u - (a : ℂ) • u) (A v) - inner ℂ u (A (H v - (b : ℂ) • v)) := by
  -- symmetry moves the Hamiltonian to the left vector
  have h : inner ℂ (H u) (A v) = inner ℂ u (H (A v)) := hH u (A v)
  simp only [LinearMap.sub_apply, Module.End.mul_apply, map_sub, map_smul, inner_sub_left,
    inner_sub_right, inner_smul_left, inner_smul_right, Complex.conj_ofReal]
  linear_combination -h
```

If \(Hu=au\) and \(Hv=bv\), both residuals vanish, and

\[
\langle u,[H,A]v\rangle=(a-b)\langle u,Av\rangle .
\]

```lean
/-- Between eigenvectors of `H`, the matrix element of `[H, A]` is the energy difference
times the matrix element of `A`. -/
theorem commutator_element {H : Module.End ℂ V} (hH : LinearMap.IsSymmetric H)
    (A : Module.End ℂ V) {u v : V} {a b : ℝ}
    (hu : H u = (a : ℂ) • u) (hv : H v = (b : ℂ) • v) :
    inner ℂ u ((H * A - A * H) v) = ((a : ℂ) - b) * inner ℂ u (A v) := by
  rw [commutator_element_residual hH A u v a b]
  simp only [hu, hv, sub_self, map_zero, inner_zero_left, inner_zero_right, add_zero, sub_zero]
```

Symmetry is needed here. On \(\mathbb C^2\) with basis \(e_0,e_1\), let \(He_0=0\) and \(He_1=e_0\), let \(x\) exchange \(e_0\) and \(e_1\), and define \(p\) and \(G\) by the commutators as above. Then \([H,x]e_0=He_1=e_0\), so \(\langle e_0,pe_0\rangle=i\), although \(e_0\) is an eigenvector and the energy difference is zero. This example is argued in the prose alone.

For approximate states, put \(A=x\) in the residual identity. The left side is \(-i\langle u,pv\rangle\), and multiplication by \(i\) gives

\[
\langle u,pv\rangle-i(a-b)\langle u,xv\rangle
=i\bigl(\langle r_u,xv\rangle-\langle u,xr_v\rangle\bigr).
\]

In a calculation whose operators satisfy the assumed relations, a mismatch between length and velocity forms thus shows that at least one residual is nonzero. Agreement does not show the reverse, since the two terms can cancel.

```lean
/-- For approximate states `u`, `v` with trial energies `a`, `b`, the velocity and length forms
differ by an explicit expression in the residuals `H u - a u` and `H v - b v`. -/
theorem velocity_length_discrepancy {H x p G : Module.End ℂ V} (h : DipoleRelations H x p G)
    (u v : V) (a b : ℝ) :
    inner ℂ u (p v) - I * ((a : ℂ) - b) * inner ℂ u (x v)
      = I * (inner ℂ (H u - (a : ℂ) • u) (x v) - inner ℂ u (x (H v - (b : ℂ) • v))) := by
  have c := commutator_element_residual h.symmetric x u v a b
  rw [h.velocity, LinearMap.smul_apply, inner_smul_right] at c
  linear_combination I * c + inner ℂ u (p v) * I_sq
```

## From position to momentum to gradient

For eigenvectors, apply the commutator identity first to \(x\) and then to \(p\):

\[
-i\langle u,pv\rangle=(a-b)\langle u,xv\rangle
\;\Longrightarrow\;
\langle u,pv\rangle=i(a-b)\langle u,xv\rangle,
\]

\[
i\langle u,Gv\rangle=(a-b)\langle u,pv\rangle=i(a-b)^2\langle u,xv\rangle
\;\Longrightarrow\;
\langle u,Gv\rangle=(a-b)^2\langle u,xv\rangle .
\]

The theorem states both results. Its hypotheses `hu` and `hv` are the eigenvalue equations, with no normalisation required. In the proof, `c` and `d` are the two uses of the commutator identity, and `I_sq` supplies \(i^2=-1\).

```lean
/-- Between eigenvectors with energies `a` and `b`, the momentum element is `i(a - b)` times
the dipole element, and the potential-gradient element is `(a - b)²` times it. -/
theorem dipole_forms {H x p G : Module.End ℂ V} (h : DipoleRelations H x p G)
    {u v : V} {a b : ℝ} (hu : H u = (a : ℂ) • u) (hv : H v = (b : ℂ) • v) :
    inner ℂ u (p v) = I * ((a : ℂ) - b) * inner ℂ u (x v) ∧
      inner ℂ u (G v) = ((a : ℂ) - b) ^ 2 * inner ℂ u (x v) := by
  -- the first commutator gives the velocity form
  have c := commutator_element h.symmetric x hu hv
  rw [h.velocity, LinearMap.smul_apply, inner_smul_right] at c
  have hp : inner ℂ u (p v) = I * ((a : ℂ) - b) * inner ℂ u (x v) := by
    linear_combination I * c + inner ℂ u (p v) * I_sq
  -- the second commutator turns velocity into acceleration
  have d := commutator_element h.symmetric p hu hv
  rw [h.acceleration, LinearMap.smul_apply, inner_smul_right] at d
  refine ⟨hp, ?_⟩
  linear_combination (-I) * d + inner ℂ u (G v) * I_sq - I * ((a : ℂ) - b) * hp
    - ((a : ℂ) - b) ^ 2 * inner ℂ u (x v) * I_sq
```

When \(a\ne b\), division recovers the dipole element from either of the others:

\[
\langle u,xv\rangle=\frac{-i\langle u,pv\rangle}{a-b}=\frac{\langle u,Gv\rangle}{(a-b)^2}.
\]

```lean
/-- Between eigenvectors of different energies, the dipole element is recovered from the
momentum element or from the potential-gradient element. -/
theorem length_from_velocity_and_acceleration {H x p G : Module.End ℂ V}
    (h : DipoleRelations H x p G) {u v : V} {a b : ℝ}
    (hu : H u = (a : ℂ) • u) (hv : H v = (b : ℂ) • v) (hab : a ≠ b) :
    inner ℂ u (x v) = -I * inner ℂ u (p v) / ((a : ℂ) - b) ∧
      inner ℂ u (x v) = inner ℂ u (G v) / ((a : ℂ) - b) ^ 2 := by
  obtain ⟨hp, hG⟩ := dipole_forms h hu hv
  have hne : (a : ℂ) - b ≠ 0 := sub_ne_zero.mpr (by exact_mod_cast hab)
  constructor
  · rw [eq_div_iff hne]
    linear_combination I * hp + ((a : ℂ) - b) * inner ℂ u (x v) * I_sq
  · rw [eq_div_iff (pow_ne_zero 2 hne)]
    linear_combination -hG
```

When \(a=b\), both right-hand sides in the main theorem are zero, so \(\langle u,pv\rangle=\langle u,Gv\rangle=0\). With \(u=v\), this says that the mean momentum and the mean force vanish in a stationary state of the model. The dipole element itself is left undetermined. Bloch states in a periodic cell, which can have a nonzero mean momentum, are not covered: multiplication by \(x\) breaks the periodic boundary conditions.

```lean
/-- Momentum and potential-gradient elements vanish between eigenvectors of equal energy. -/
theorem equal_energy_elements_vanish {H x p G : Module.End ℂ V} (h : DipoleRelations H x p G)
    {u v : V} {a : ℝ} (hu : H u = (a : ℂ) • u) (hv : H v = (a : ℂ) • v) :
    inner ℂ u (p v) = 0 ∧ inner ℂ u (G v) = 0 := by
  simpa using dipole_forms h hu hv
```

## Oscillator strength without division

Let \(\Delta E=a-b\) and \(f=2\Delta E\,|\langle u,xv\rangle|^2\). Taking squared moduli in the main theorem gives

\[
2|\langle u,pv\rangle|^2=2\Delta E^2|\langle u,xv\rangle|^2=\Delta E\,f,
\]

\[
2|\langle u,Gv\rangle|^2=2\Delta E^4|\langle u,xv\rangle|^2=\Delta E^3f .
\]

These hold at \(\Delta E=0\) too. For normalised states \(f\) is the physical oscillator strength; for other nonzero vectors, divide it by \(\|u\|^2\|v\|^2\). In the proof, `hn` replaces \(|a-b|^2\) by \((a-b)^2\), since the energies are real.

```lean
/-- For eigenvectors `u`, `v` of `H` with energies `a`, `b`, let `ΔE = a - b` and `f = 2 ΔE |⟨u, x
v⟩|²`. Then the velocity form reads `2|⟨u, p v⟩|² = ΔE f` and the acceleration form `2|⟨u, G v⟩|² =
ΔE³ f`. -/
theorem oscillatorStrength_forms {H x p G : Module.End ℂ V} (h : DipoleRelations H x p G)
    {u v : V} {a b : ℝ} (hu : H u = (a : ℂ) • u) (hv : H v = (b : ℂ) • v) :
    2 * ‖inner ℂ u (p v)‖ ^ 2 = (a - b) * oscillatorStrength (a - b) (inner ℂ u (x v)) ∧
      2 * ‖inner ℂ u (G v)‖ ^ 2
        = (a - b) ^ 3 * oscillatorStrength (a - b) (inner ℂ u (x v)) := by
  obtain ⟨hp, hG⟩ := dipole_forms h hu hv
  have hn : ‖(a : ℂ) - b‖ ^ 2 = (a - b) ^ 2 := by
    rw [← Complex.ofReal_sub, Complex.norm_real, Real.norm_eq_abs, sq_abs]
  unfold oscillatorStrength
  constructor
  · rw [hp, norm_mul, norm_mul, Complex.norm_I, one_mul, mul_pow, hn]
    ring
  · rw [hG, norm_mul, norm_pow, mul_pow, hn]
    ring
```

## Two levels with a dipole element of one

A concrete model needs only \(2\times2\) matrices, entered by rows.

```lean
/-- The operator on a two-level system with matrix rows `(a, b)` and `(c, d)`. -/
def twoLevelOp (a b c d : ℂ) : Module.End ℂ (EuclideanSpace ℂ (Fin 2)) where
  toFun v := !₂[a * v 0 + b * v 1, c * v 0 + d * v 1]
  map_add' v w := by
    ext i
    fin_cases i <;> simp <;> ring
  map_smul' r v := by
    ext i
    fin_cases i <;> simp <;> ring
```

For real \(\omega\), take

\[
H=\begin{pmatrix}0&0\\0&\omega\end{pmatrix},\quad
x=\begin{pmatrix}0&1\\1&0\end{pmatrix},\quad
p=\begin{pmatrix}0&-i\omega\\i\omega&0\end{pmatrix},\quad
G=\omega^2x .
\]

Multiplication gives

\[
[H,x]=\begin{pmatrix}0&-\omega\\\omega&0\end{pmatrix}=-ip,\qquad
[H,p]=\begin{pmatrix}0&i\omega^2\\i\omega^2&0\end{pmatrix}=iG .
\]

The basis vectors \(e_0,e_1\) have energies \(0\) and \(\omega\), and \(\langle e_1,xe_0\rangle=1\). The theorem records the relations, both eigenvalue equations and this element; its proof compares components. The matrices do not satisfy \([x,p]=i\), which no finite matrices of nonzero size can, because a commutator has trace zero. `DipoleRelations` does not ask for it.

```lean
/-- A two-level system with energies `0` and `ω` and a dipole operator that exchanges the levels
satisfies the dipole relations, and its dipole element between the levels is `1`. -/
theorem dipoleRelations_witness (ω : ℝ) :
    DipoleRelations (twoLevelOp 0 0 0 ω) (twoLevelOp 0 1 1 0)
        (twoLevelOp 0 (-I * ω) (I * ω) 0) (twoLevelOp 0 (ω ^ 2) (ω ^ 2) 0) ∧
      twoLevelOp 0 0 0 ω !₂[1, 0] = ((0 : ℝ) : ℂ) • !₂[1, 0] ∧
      twoLevelOp 0 0 0 ω !₂[0, 1] = (ω : ℂ) • !₂[0, 1] ∧
      inner ℂ !₂[0, 1] (twoLevelOp 0 1 1 0 !₂[1, 0]) = 1 := by
  refine ⟨⟨?_, ?_, ?_⟩, ?_, ?_, ?_⟩
  · intro v w
    simp [twoLevelOp, PiLp.inner_apply, Fin.sum_univ_two]
    ring
  · refine LinearMap.ext fun v => ?_
    ext i
    fin_cases i <;> simp [twoLevelOp] <;> ring_nf <;> simp [I_sq]
  · refine LinearMap.ext fun v => ?_
    ext i
    fin_cases i <;> simp [twoLevelOp] <;> ring_nf
  · ext i
    fin_cases i <;> simp [twoLevelOp]
  · ext i
    fin_cases i <;> simp [twoLevelOp]
  · rw [PiLp.inner_apply, Fin.sum_univ_two]
    simp [twoLevelOp]

end

end DipoleVelocityAcceleration
```

```lean
#print axioms DipoleVelocityAcceleration.dipole_forms
#print axioms DipoleVelocityAcceleration.length_from_velocity_and_acceleration
#print axioms DipoleVelocityAcceleration.equal_energy_elements_vanish
#print axioms DipoleVelocityAcceleration.oscillatorStrength_forms
```

```
'DipoleVelocityAcceleration.dipole_forms' depends on axioms: [propext, Classical.choice, Quot.sound]
'DipoleVelocityAcceleration.length_from_velocity_and_acceleration' depends on axioms: [propext, Classical.choice, Quot.sound]
'DipoleVelocityAcceleration.equal_energy_elements_vanish' depends on axioms: [propext, Classical.choice, Quot.sound]
'DipoleVelocityAcceleration.oscillatorStrength_forms' depends on axioms: [propext, Classical.choice, Quot.sound]
```
